# Griffith's theorem: the g-tensor of a non-Kramers doublet has Ising form

Let $V$ be a finite-dimensional complex inner product space, with $\langle x,y\rangle$ conjugate-linear in $x$. A time reversal of non-Kramers type, as for an even number of electrons, is a conjugate-linear map $T$ with $\langle Tx,Ty\rangle=\langle y,x\rangle$ and $T^2=1$. A doublet is a two-dimensional subspace that $T$ maps into itself, and $P$ is the orthogonal projector on it. A Hermitian operator $A$ is time-odd if $TA=-AT$; spin and magnetic moment are examples. A vector with $Tx=x$ is called real.

**Claim.** There is a nonzero time-odd $Y$ with $Y^2=P$ such that, for every time-odd $A$, $PAP=cY$ with a real number $c$ that depends on $A$.

In electronic structure, this fixes the form of the first-order Zeeman coupling in an isolated doublet of an even-electron system: the field enters through a single real linear combination of its components.

## From real states to a single matrix element

Every nonzero $T$-invariant subspace contains a real unit vector. Take $x\neq0$ in it. The vector $x+Tx$ is real, since $T^2=1$. If it vanishes, then $Tx=-x$, and $T(ix)=-i\,Tx=ix$, so $ix$ is real and nonzero. Division by the norm, a real number, keeps the vector real.

Let $u$ be such a vector in the doublet. If $x$ in the doublet is orthogonal to $u$, so is $Tx$:
$$\langle u,Tx\rangle=\langle Tu,Tx\rangle=\langle x,u\rangle=0.$$
The part of the doublet orthogonal to $u$ is therefore invariant, and it is one-dimensional. It contains a real unit vector $v$, and $P=|u\rangle\langle u|+|v\rangle\langle v|$.

For time-odd $A$, antiunitarity applied to $u$ and $Av$ gives
$$\langle Av,u\rangle=\langle Tu,TAv\rangle=-\langle u,ATv\rangle=-\langle u,Av\rangle.$$
By Hermiticity the left side is $\langle v,Au\rangle$, so the matrix is antisymmetric. The same argument with $v=u$ shows that the diagonal elements vanish. The left side is also the complex conjugate of $\langle u,Av\rangle$, so this element is imaginary, $\langle u,Av\rangle=ic$ with $c$ real. Hence
$$PAP=ic\,|u\rangle\langle v|-ic\,|v\rangle\langle u|=cY,\qquad Y=i\bigl(|u\rangle\langle v|-|v\rangle\langle u|\bigr).$$

The operator $Y$ is Hermitian. From $Yu=-iv$ and $Yv=iu$ follows $Y^2=P$, and $Y\neq0$. It is time-odd because $\langle u,Tx\rangle=\overline{\langle u,x\rangle}$, likewise for $v$, and $T$ changes the sign of $i$.

For moment components $\mu_i$, write $P\mu_iP=g_iY$. With a real field $B$,
$$P(B\cdot\mu)P=(B\cdot g)\,Y,\qquad \bigl(P(B\cdot\mu)P\bigr)^2=(B\cdot g)^2P.$$
The eigenvalues on the doublet are $\pm B\cdot g$, and a field perpendicular to $g$ gives no first-order splitting.

## The rank-one test in a calculation, and the case $T^2=-1$

A program that diagonalises a spin-orbit Hamiltonian returns the two states with arbitrary phases or mixed with each other. The real basis is not needed to extract $g$ up to an overall sign, which is tied to the choice between $Y$ and $-Y$, because
$$G_{ij}=\tfrac12\operatorname{Tr}(P\mu_iP\mu_j)=g_ig_j$$
is independent of the basis of the doublet. One forms the three $2\times2$ moment matrices, computes $G$ and diagonalises it. At most one eigenvalue, $|g|^2$, is nonzero up to numerical error. With $\mu$ in Bohr magnetons and an effective spin $\tfrac12$, the usual principal $g$-factor is $2|g|$.

The condition $T^2=+1$ is essential. For one spin $\tfrac12$, $T=i\sigma_y K$, with $K$ complex conjugation, has $T^2=-1$. With $P=1$ the three Pauli matrices are all time-odd, and they are not multiples of one operator.

## Time reversal, doublets and observables in Lean

```lean
import Mathlib

open scoped InnerProductSpace ComplexConjugate

namespace GriffithNonKramers

noncomputable section

variable {V : Type*} [NormedAddCommGroup V] [InnerProductSpace ℂ V]
```

The type `V →ₛₗ[starRingEnd ℂ] V` holds the conjugate-linear maps, so the structure for $T$ needs only the two remaining conditions.

```lean
/-- A time reversal of non-Kramers type: an antiunitary map with square `+1`. -/
structure IsTimeReversal (T : V →ₛₗ[starRingEnd ℂ] V) : Prop where
  anti : ∀ x y, ⟪T x, T y⟫_ℂ = ⟪y, x⟫_ℂ
  square : ∀ x, T (T x) = x
```

The doublet is the range of `P`. The fields `symm` and `idem` make `P` an orthogonal projector. No Hamiltonian appears, and the two states need not be degenerate. The invariance condition stands for a doublet that is separated in energy from the other levels of a time-reversal-symmetric system.

```lean
/-- `P` is the orthogonal projector on a two-dimensional subspace invariant under `T`. -/
structure IsDoublet (T : V →ₛₗ[starRingEnd ℂ] V) (P : Module.End ℂ V) : Prop where
  symm : LinearMap.IsSymmetric P
  idem : P * P = P
  dim : Module.finrank ℂ (LinearMap.range P) = 2
  invariant : ∀ x ∈ LinearMap.range P, T x ∈ LinearMap.range P

/-- A time-odd observable: a Hermitian operator that anticommutes with `T`. -/
structure IsTimeOdd (T : V →ₛₗ[starRingEnd ℂ] V) (A : Module.End ℂ V) : Prop where
  symm : LinearMap.IsSymmetric A
  odd : ∀ x, T (A x) = -A (T x)
```

The operator $Y$ is defined for any two vectors; its useful properties come from the choice of $u$ and $v$.

```lean
/-- The operator `i(|u⟩⟨v| - |v⟩⟨u|)`. -/
def isingOp (u v : V) : Module.End ℂ V where
  toFun x := Complex.I • (⟪v, x⟫_ℂ • u - ⟪u, x⟫_ℂ • v)
  map_add' x y := by
    simp only [inner_add_right]
    module
  map_smul' c x := by
    simp only [inner_smul_right, RingHom.id_apply]
    module
```

## Construction of the real basis

The first lemma follows the derivation, with a case distinction on whether `x + T x` vanishes.

```lean
/-- Every nonzero subspace invariant under time reversal contains a unit vector fixed by it. -/
theorem exists_real_unit {T : V →ₛₗ[starRingEnd ℂ] V} (hT : IsTimeReversal T)
    (U : Submodule ℂ V) (hU : ∀ x ∈ U, T x ∈ U) (hne : ∃ x ∈ U, x ≠ 0) :
    ∃ u ∈ U, T u = u ∧ ⟪u, u⟫_ℂ = 1 := by
  obtain ⟨x, hx, hx0⟩ := hne
  have key : ∃ y ∈ U, y ≠ 0 ∧ T y = y := by
    by_cases h : x + T x = 0
    · -- here `T x = -x`, and the phase `i` turns `x` into a fixed vector
      have h' : T x = -x := (neg_eq_of_add_eq_zero_right h).symm
      refine ⟨Complex.I • x, U.smul_mem _ hx, smul_ne_zero Complex.I_ne_zero hx0, ?_⟩
      rw [map_smulₛₗ, h', Complex.conj_I, neg_smul, smul_neg, neg_neg]
    · refine ⟨x + T x, U.add_mem hx (hU x hx), h, ?_⟩
      rw [map_add, hT.square, add_comm]
  obtain ⟨y, hy, hy0, hTy⟩ := key
  have hn : (‖y‖ : ℂ) ≠ 0 := Complex.ofReal_ne_zero.mpr (norm_ne_zero_iff.mpr hy0)
  refine ⟨((‖y‖⁻¹ : ℝ) : ℂ) • y, U.smul_mem _ hy, ?_, ?_⟩
  · rw [map_smulₛₗ, Complex.conj_ofReal, hTy]
  · rw [inner_smul_left, inner_smul_right, Complex.conj_ofReal, inner_self_eq_norm_sq_to_K]
    simp only [Complex.ofReal_inv, Complex.coe_algebraMap]
    field_simp
```

The next theorem applies it twice, the second time to the intersection of the doublet with the orthogonal complement of `u`. That this intersection is nonzero is shown by contradiction: otherwise every `w` in the doublet would equal $\langle u,w\rangle u$, and the dimension would be at most one. Two orthonormal vectors are independent and so span the doublet. The Hermiticity of `P` then identifies the coefficients of `P x` as overlaps with `x`.

```lean
/-- A non-Kramers doublet has an orthonormal basis of states fixed by time reversal. -/
theorem exists_real_basis [FiniteDimensional ℂ V] {T : V →ₛₗ[starRingEnd ℂ] V}
    {P : Module.End ℂ V} (hT : IsTimeReversal T) (hP : IsDoublet T P) :
    ∃ u v : V, T u = u ∧ T v = v ∧ ⟪u, u⟫_ℂ = 1 ∧ ⟪v, v⟫_ℂ = 1 ∧ ⟪u, v⟫_ℂ = 0 ∧
      ∀ x, P x = ⟪u, x⟫_ℂ • u + ⟪v, x⟫_ℂ • v := by
  have hdim := hP.dim
  have hne : ∃ x ∈ LinearMap.range P, x ≠ 0 := by
    apply Submodule.exists_mem_ne_zero_of_ne_bot
    intro h
    rw [h, finrank_bot] at hdim
    omega
  obtain ⟨u, hu, hTu, huu⟩ := exists_real_unit hT _ hP.invariant hne
  -- the part of the doublet orthogonal to `u` is again invariant and nonzero
  have hex : ∃ v ∈ LinearMap.range P ⊓ (Submodule.span ℂ {u})ᗮ, T v = v ∧ ⟪v, v⟫_ℂ = 1 := by
    apply exists_real_unit hT
    · rintro x ⟨hx, hxu⟩
      refine ⟨hP.invariant x hx, ?_⟩
      have h0 := Submodule.mem_orthogonal_singleton_iff_inner_right.mp hxu
      apply Submodule.mem_orthogonal_singleton_iff_inner_right.mpr
      have h1 := hT.anti u x
      rw [hTu] at h1
      rw [h1, ← inner_conj_symm, h0, map_zero]
    · by_contra hcon
      push Not at hcon
      have hle : Module.finrank ℂ (LinearMap.range P) ≤ 1 := by
        refine finrank_le_one (⟨u, hu⟩ : LinearMap.range P) ?_
        rintro ⟨w, hw⟩
        refine ⟨⟪u, w⟫_ℂ, Subtype.ext ?_⟩
        have h := hcon (w - ⟪u, w⟫_ℂ • u)
          ⟨Submodule.sub_mem _ hw (Submodule.smul_mem _ _ hu),
            Submodule.mem_orthogonal_singleton_iff_inner_right.mpr (by
              rw [inner_sub_right, inner_smul_right, huu, mul_one, sub_self])⟩
        exact (sub_eq_zero.mp h).symm
      omega
  obtain ⟨v, ⟨hv, hvu⟩, hTv, hvv⟩ := hex
  have huv : ⟪u, v⟫_ℂ = 0 := Submodule.mem_orthogonal_singleton_iff_inner_right.mp hvu
  have hvu' : ⟪v, u⟫_ℂ = 0 := by rw [← inner_conj_symm, huv, map_zero]
  refine ⟨u, v, hTu, hTv, huu, hvv, huv, fun x => ?_⟩
  have hli : LinearIndependent ℂ ![(⟨u, hu⟩ : LinearMap.range P), ⟨v, hv⟩] := by
    rw [LinearIndependent.pair_iff]
    intro s t h
    have h' : s • u + t • v = 0 := congrArg Subtype.val h
    have h1 := congrArg (fun z => ⟪u, z⟫_ℂ) h'
    have h2 := congrArg (fun z => ⟪v, z⟫_ℂ) h'
    simp only [inner_add_right, inner_smul_right, huu, hvv, huv, hvu', inner_zero_right,
      mul_one, mul_zero, add_zero, zero_add] at h1 h2
    exact ⟨h1, h2⟩
  have hspan := hli.span_eq_top_of_card_eq_finrank' (by rw [hdim, Fintype.card_fin])
  have hmem : (⟨P x, ⟨x, rfl⟩⟩ : LinearMap.range P) ∈
      Submodule.span ℂ {(⟨u, hu⟩ : LinearMap.range P), ⟨v, hv⟩} := by
    have hr : Set.range ![(⟨u, hu⟩ : LinearMap.range P), ⟨v, hv⟩] = {⟨u, hu⟩, ⟨v, hv⟩} := by
      simp only [Matrix.range_cons, Matrix.range_empty, Set.union_empty, Set.singleton_union]
    rw [← hr, hspan]
    trivial
  obtain ⟨a, b, hab⟩ := Submodule.mem_span_pair.mp hmem
  have hx : a • u + b • v = P x := congrArg Subtype.val hab
  have hfix : ∀ w ∈ LinearMap.range P, P w = w := by
    rintro _ ⟨y, rfl⟩
    exact LinearMap.congr_fun hP.idem y
  -- the coefficients are the overlaps with `x`, because `P` is Hermitian
  have ha : ⟪u, x⟫_ℂ = a := by
    have h := hP.symm u x
    rw [hfix u hu, ← hx] at h
    rw [h, inner_add_right, inner_smul_right, inner_smul_right, huu, huv]
    ring
  have hb : ⟪v, x⟫_ℂ = b := by
    have h := hP.symm v x
    rw [hfix v hv, ← hx] at h
    rw [h, inner_add_right, inner_smul_right, inner_smul_right, hvv, hvu']
    ring
  rw [ha, hb, hx]
```

## The common operator and the Zeeman coupling

```lean
/-- Between states fixed by time reversal, a time-odd observable has an antisymmetric matrix. -/
theorem timeOdd_antisymm {T : V →ₛₗ[starRingEnd ℂ] V} {A : Module.End ℂ V}
    (hT : IsTimeReversal T) (hA : IsTimeOdd T A) {u v : V} (hu : T u = u) (hv : T v = v) :
    ⟪v, A u⟫_ℂ = -⟪u, A v⟫_ℂ := by
  have h := hT.anti u (A v)
  rw [hA.odd, hu, hv, inner_neg_right, hA.symm] at h
  exact h.symm
```

In the main theorem `Y` is chosen before `A`, so one operator serves for all time-odd observables. The five bullets of the proof show that `Y` is nonzero, Hermitian and time-odd, that it squares to `P`, and that `P * A * P` is a real multiple of it. In the last one, `hd` removes the diagonal elements and `hc` supplies the real number `c`.

```lean
/-- Griffith's theorem: on a non-Kramers doublet all time-odd observables project to real
multiples of one nonzero time-odd observable `Y`, whose square is the projector. -/
theorem griffith [FiniteDimensional ℂ V] {T : V →ₛₗ[starRingEnd ℂ] V}
    {P : Module.End ℂ V} (hT : IsTimeReversal T) (hP : IsDoublet T P) :
    ∃ Y : Module.End ℂ V, Y ≠ 0 ∧ IsTimeOdd T Y ∧ Y * Y = P ∧
      ∀ A : Module.End ℂ V, IsTimeOdd T A → ∃ c : ℝ, P * A * P = (c : ℂ) • Y := by
  obtain ⟨u, v, hTu, hTv, huu, hvv, huv, hp⟩ := exists_real_basis hT hP
  have hvu : ⟪v, u⟫_ℂ = 0 := by rw [← inner_conj_symm, huv, map_zero]
  have hY : ∀ x, isingOp u v x = Complex.I • (⟪v, x⟫_ℂ • u - ⟪u, x⟫_ℂ • v) := fun _ => rfl
  refine ⟨isingOp u v, ?_, ⟨?_, ?_⟩, ?_, ?_⟩
  · intro h
    have h1 : isingOp u v v = 0 := LinearMap.congr_fun h v
    rw [hY, hvv, huv, one_smul, zero_smul, sub_zero] at h1
    have hu0 : u = 0 := (smul_eq_zero.mp h1).resolve_left Complex.I_ne_zero
    rw [hu0, inner_zero_left] at huu
    exact zero_ne_one huu
  · intro x y
    simp only [hY, inner_smul_left, inner_smul_right, inner_sub_left, inner_sub_right,
      inner_conj_symm, Complex.conj_I]
    ring
  · intro x
    have h1 : ⟪u, T x⟫_ℂ = ⟪x, u⟫_ℂ := by simpa only [hTu] using hT.anti u x
    have h2 : ⟪v, T x⟫_ℂ = ⟪x, v⟫_ℂ := by simpa only [hTv] using hT.anti v x
    simp only [hY, map_smulₛₗ, map_sub, hTu, hTv, h1, h2, inner_conj_symm, Complex.conj_I]
    module
  · ext x
    rw [Module.End.mul_apply, hp x]
    simp only [hY, inner_smul_right, inner_sub_right, huu, hvv, huv, hvu]
    linear_combination (norm := module)
      Complex.I_mul_I • (-(⟪u, x⟫_ℂ • u + ⟪v, x⟫_ℂ • v))
  · intro A hA
    have hd : ∀ w, T w = w → ⟪w, A w⟫_ℂ = 0 := fun w hw =>
      self_eq_neg.mp (timeOdd_antisymm hT hA hw hw)
    have ho := timeOdd_antisymm hT hA hTu hTv
    -- Hermiticity makes the remaining matrix element imaginary
    have hc : ∃ c : ℝ, ⟪u, A v⟫_ℂ = c * Complex.I := by
      have h : conj ⟪u, A v⟫_ℂ = -⟪u, A v⟫_ℂ := by rw [inner_conj_symm, hA.symm, ho]
      have hre := congrArg Complex.re h
      rw [Complex.conj_re, Complex.neg_re] at hre
      refine ⟨(⟪u, A v⟫_ℂ).im, Complex.ext ?_ ?_⟩
      · simp only [Complex.re_ofReal_mul, Complex.I_re, mul_zero]
        linarith
      · simp only [Complex.im_ofReal_mul, Complex.I_im, mul_one]
    obtain ⟨c, hc⟩ := hc
    refine ⟨c, LinearMap.ext fun x => ?_⟩
    simp only [Module.End.mul_apply, LinearMap.smul_apply, hY]
    rw [hp x, map_add, map_smul, map_smul, map_add, map_smul, map_smul, hp (A u), hp (A v),
      hd u hTu, hd v hTv, ho, hc]
    module
```

The corollary obtains `g` by applying the theorem to each component and then uses linearity. The vector `g` may be zero. The statement concerns the projected operator $B\cdot\mu$ alone; a zero-field splitting and the field-induced mixing with other levels are not part of it.

```lean
/-- Ising form of the Zeeman coupling: for a magnetic moment `μ` there are an operator `Y` and a
real vector `g`, both independent of the field `B`, such that the projected operator `B·μ` is `(B·g)
Y`, and its square is `(B·g)²` times `P`. -/
theorem ising_g_tensor [FiniteDimensional ℂ V] {T : V →ₛₗ[starRingEnd ℂ] V}
    {P : Module.End ℂ V} (hT : IsTimeReversal T) (hP : IsDoublet T P)
    (μ : Fin 3 → Module.End ℂ V) (hμ : ∀ i, IsTimeOdd T (μ i)) :
    ∃ (Y : Module.End ℂ V) (g : Fin 3 → ℝ), ∀ B : Fin 3 → ℝ,
      P * (∑ i, (B i : ℂ) • μ i) * P = ((∑ i, B i * g i : ℝ) : ℂ) • Y ∧
      (P * (∑ i, (B i : ℂ) • μ i) * P) ^ 2 = ((∑ i, B i * g i : ℝ) : ℂ) ^ 2 • P := by
  obtain ⟨Y, -, -, hYY, h⟩ := griffith hT hP
  choose g hg using fun i => h (μ i) (hμ i)
  refine ⟨Y, g, fun B => ?_⟩
  have h1 : P * (∑ i, (B i : ℂ) • μ i) * P = ((∑ i, B i * g i : ℝ) : ℂ) • Y := by
    simp only [Finset.mul_sum, Finset.sum_mul, mul_smul_comm, smul_mul_assoc, hg, smul_smul,
      Complex.ofReal_sum, Complex.ofReal_mul, Finset.sum_smul]
  refine ⟨h1, ?_⟩
  rw [h1, smul_pow, sq Y, hYY]
```

## Spin one as an example

In the Cartesian basis of spin one, time reversal is complex conjugation. The first two basis states span the doublet.

```lean
/-- Complex conjugation of the three Cartesian components of a spin-one state. -/
def conj3 : EuclideanSpace ℂ (Fin 3) →ₛₗ[starRingEnd ℂ] EuclideanSpace ℂ (Fin 3) where
  toFun x := !₂[conj (x 0), conj (x 1), conj (x 2)]
  map_add' x y := by ext i; fin_cases i <;> simp
  map_smul' c x := by ext i; fin_cases i <;> simp

/-- The projector on the first two Cartesian states of spin one. -/
def projXY : Module.End ℂ (EuclideanSpace ℂ (Fin 3)) where
  toFun x := !₂[x 0, x 1, 0]
  map_add' x y := by ext i; fin_cases i <;> simp
  map_smul' c x := by ext i; fin_cases i <;> simp

/-- The spin-one operator `S_z` in the Cartesian basis. -/
def spinZ : Module.End ℂ (EuclideanSpace ℂ (Fin 3)) where
  toFun x := !₂[-Complex.I * x 1, Complex.I * x 0, 0]
  map_add' x y := by ext i; fin_cases i <;> simp <;> ring
  map_smul' c x := by ext i; fin_cases i <;> simp <;> ring
```

The last theorem verifies the hypotheses of `griffith` for this system, with $S_z$ as the time-odd observable. It also shows that the projected $S_z$ is nonzero, by applying it to the first basis state and reading off the second component, which is $i$.

```lean
/-- Spin one with complex conjugation, the `xy` doublet and `S_z` meets the hypotheses of
`griffith`, and the projected `S_z` is nonzero. -/
theorem griffith_witness :
    IsTimeReversal conj3 ∧ IsDoublet conj3 projXY ∧ IsTimeOdd conj3 spinZ ∧
      projXY * spinZ * projXY ≠ 0 := by
  refine ⟨⟨?_, ?_⟩, ⟨?_, ?_, ?_, ?_⟩, ⟨?_, ?_⟩, ?_⟩
  · intro x y
    simp [conj3, PiLp.inner_apply, Fin.sum_univ_three, mul_comm]
  · intro x
    ext i; fin_cases i <;> simp [conj3]
  · intro x y
    simp [projXY, PiLp.inner_apply, Fin.sum_univ_three]
  · refine LinearMap.ext fun x => ?_
    ext i; fin_cases i <;> simp [projXY]
  · -- the range is the injective image of `ℂ²`
    let f : (Fin 2 → ℂ) →ₗ[ℂ] EuclideanSpace ℂ (Fin 3) :=
      { toFun := fun c => !₂[c 0, c 1, 0]
        map_add' := fun x y => by ext i; fin_cases i <;> simp
        map_smul' := fun c x => by ext i; fin_cases i <;> simp }
    have hf : Function.Injective f := by
      intro a b hab
      have h0 : a 0 = b 0 := congrArg (fun z : EuclideanSpace ℂ (Fin 3) => z 0) hab
      have h1 : a 1 = b 1 := congrArg (fun z : EuclideanSpace ℂ (Fin 3) => z 1) hab
      ext i; fin_cases i
      · exact h0
      · exact h1
    have hr : LinearMap.range projXY = LinearMap.range f := by
      apply le_antisymm
      · rintro _ ⟨x, rfl⟩
        exact ⟨![x 0, x 1], rfl⟩
      · rintro _ ⟨c, rfl⟩
        exact ⟨!₂[c 0, c 1, 0], rfl⟩
    rw [hr, LinearMap.finrank_range_of_inj hf, Module.finrank_fin_fun]
  · rintro _ ⟨x, rfl⟩
    refine ⟨conj3 x, ?_⟩
    ext i; fin_cases i <;> simp [conj3, projXY]
  · intro x y
    simp [spinZ, PiLp.inner_apply, Fin.sum_univ_three]
    ring
  · intro x
    ext i; fin_cases i <;> simp [conj3, spinZ]
  · intro h
    have h1 := congrArg (fun z : EuclideanSpace ℂ (Fin 3) => z 1)
      (LinearMap.congr_fun h !₂[1, 0, 0])
    simp [projXY, spinZ] at h1

end

end GriffithNonKramers
```

```lean
#print axioms GriffithNonKramers.ising_g_tensor
```

```
'GriffithNonKramers.ising_g_tensor' depends on axioms: [propext, Classical.choice, Quot.sound]
```
